# The Pauli energy correction from the Rayleigh quotient of a finite Dirac matrix

## One momentum in a constant potential

How much does relativity shift the energy of a slow electron? Take a particle with a single real momentum value $p$ in a constant potential $v$, in atomic units, with $c$ the speed of light and the rest energy $c^2$ subtracted. Its nonrelativistic energy is $E_0=p^2/2+v$, and its Dirac Hamiltonian is

$$D=\begin{pmatrix} v & cp\\ cp & v-2c^2\end{pmatrix}.$$

Try the spinor $(1,\chi)$ with $\chi=p/(2c)$. The upper row of $D(1,\chi)$ gives $v+p^2/2=E_0$. In the lower row $cp$ cancels $-2c^2\chi$ and leaves $v\chi$. So the trial spinor fails to be an eigenvector only in its small component, by $(v-E_0)\chi$. Projecting this residual on the spinor gives

$$E_1=(v-E_0)\chi^2=-\frac{p^4}{8c^2},$$

the mass-velocity correction. With a potential that does not commute with the momentum, a double commutator joins it.

## The energy of a kinetically balanced spinor

Let $P$ and $V$ be Hermitian matrices of the same finite size, $c\neq0$ real, and $\varphi$ a unit vector with $(P^2/2+V)\varphi=E_0\varphi$. Here $P$ stands for $\sigma\cdot p$. Put $\chi=P\varphi/(2c)$, the relation known as kinetic balance, and

$$D=\begin{pmatrix} V & cP\\ cP & V-2c^2\end{pmatrix},\qquad E_1=\langle\chi,(V-E_0)\chi\rangle .$$

The two rows of $D(\varphi,\chi)$ are

$$V\varphi+cP\chi=V\varphi+\tfrac12P^2\varphi=E_0\varphi,$$
$$cP\varphi+(V-2c^2)\chi=2c^2\chi+V\chi-2c^2\chi=E_0\chi+(V-E_0)\chi .$$

Hence $D(\varphi,\chi)=E_0(\varphi,\chi)+(0,(V-E_0)\chi)$. Taking the inner product with $(\varphi,\chi)$ and dividing by its squared norm $1+\|\chi\|^2$ gives the Rayleigh quotient

$$R=E_0+\frac{E_1}{1+\|\chi\|^2}.$$

## Mass-velocity term and double commutator

Write $\langle A\rangle=\langle\varphi,A\varphi\rangle$. Since $P$ is Hermitian,

$$8c^2E_1=2\langle P\varphi,(V-E_0)P\varphi\rangle=2\langle PVP\rangle-2E_0\langle P^2\rangle .$$

The double commutator is $[P,[P,V]]=P^2V-2PVP+VP^2$. Inserting $V\varphi=E_0\varphi-\tfrac12P^2\varphi$ on the right, and on the left because $V$ is Hermitian, gives

$$\langle P^2V\rangle=\langle VP^2\rangle=E_0\langle P^2\rangle-\tfrac12\langle P^4\rangle .$$

Therefore $\langle[P,[P,V]]\rangle=2E_0\langle P^2\rangle-\langle P^4\rangle-2\langle PVP\rangle$, and

$$E_1=-\frac{\langle P^4\rangle}{8c^2}-\frac{\langle[P,[P,V]]\rangle}{8c^2}.$$

For $P=\sigma\cdot p$ and a local scalar potential $V$, the second term is the sum of the Darwin and spin–orbit energies, and the whole right-hand side is the Pauli energy correction.

The normalisation matters only at the next order. With $s=\|\chi\|^2$ we have $R-(E_0+E_1)=-E_1\,s/(1+s)$. Both $E_1$ and $s$ carry a factor $1/(4c^2)$, so

$$|R-(E_0+E_1)|\le\frac{|\langle P\varphi,(V-E_0)P\varphi\rangle|\;\|P\varphi\|^2}{16c^4}.$$

## Two levels with numbers

Take

$$P=\begin{pmatrix}0&1\\1&0\end{pmatrix},\quad V=\begin{pmatrix}0&0\\0&1\end{pmatrix},\quad \varphi=\begin{pmatrix}1\\0\end{pmatrix}.$$

Since $P^2=1$ and $V\varphi=0$, $E_0=1/2$. The small component is $\chi=(0,1)/(2c)$, so $E_1=(1-\tfrac12)/(4c^2)=1/(8c^2)$. On the Pauli side $\langle P^4\rangle=1$ and $\langle[P,[P,V]]\rangle=2\langle V\rangle-2\langle PVP\rangle=-2$, which gives $(-1+2)/(8c^2)$, the same value.

At the deliberately small value $c=1$, $\|\chi\|^2=1/4$ and $R=0.5+0.125/1.25=0.6$, while $E_0+E_1=0.625$. The difference $0.025$ respects the bound $1/32=0.03125$.

## An anti-Hermitian momentum gives the wrong sign

Let the matrices be $1\times1$ with $P=i$, $V=0$, $\varphi=1$. Then $E_0=-1/2$ and $\chi=i/(2c)$, so $E_1=+1/(8c^2)$. But $P^4=1$ and the commutator vanishes, so the Pauli expression is $-1/(8c^2)$. Hermiticity of $P$ therefore cannot be weakened to normality, even when $P^2$ is Hermitian.

## Matrices, spinors and expectation values in Lean

The index type `n` is finite and labels the components of $\varphi$. The Dirac matrix `dirac c P V` acts on `n ⊕ n`, large components first, and `Sum.elim φ (small c P φ)` is the spinor $(\varphi,\chi)$. The hypotheses `hP` and `hV` state Hermiticity, `hφ` the normalisation of $\varphi$, and `h` the nonrelativistic equation with a real $E_0$.

`expect A x` is $\langle x,Ax\rangle$ without division by the norm. It is a true mean value for the unit vector $\varphi$. In `firstOrder`, however, it is evaluated at the unnormalised $\chi$, so for $\chi\neq0$, $E_1$ is $\|\chi\|^2$ times the mean of $V-E_0$ in the normalised small component. `rayleigh` does divide by `sqNorm`, the squared norm. Expectation values are complex numbers, and no theorem presupposes that they are real.

`direct_perturbation_theory` states the formula for $R$ with the Pauli terms written out, `firstOrder_eq_pauli` the identity for $8c^2E_1$, and `rayleigh_error` the bound of order $c^{-4}$ at fixed $P$, $V$ and $\varphi$. The quotient is the energy of one trial spinor: the theorems neither compare it with an eigenvalue of $D$ nor correct $\varphi$.

In relativistic electronic structure, $E_1$ is the first-order energy of direct perturbation theory. `firstOrder_eq_pauli` links it to the Pauli energy, here for a one-particle Hamiltonian in finite dimension. The step to a real one-electron atom replaces the matrices by the unbounded operators $\sigma\cdot p$ and $V$, for which products such as $P^4$ and their expectation values need separate justification. Nor is $P$ simply the matrix of $\sigma\cdot p$ in a basis set: the square of that matrix is in general not the matrix of $p^2$. For a single s function with both spins, the first vanishes and the second does not.

## The complete Lean source

```lean
import Mathlib

open Matrix

namespace DirectPerturbationTheory

noncomputable section

variable {n : Type*} [Fintype n]

/-- The expectation value `⟨x, A x⟩`, without normalisation. -/
def expect (A : Matrix n n ℂ) (x : n → ℂ) : ℂ := star x ⬝ᵥ (A *ᵥ x)

/-- The squared norm of a state vector. -/
def sqNorm (x : n → ℂ) : ℝ := ∑ i, ‖x i‖ ^ 2

/-- The Rayleigh quotient `⟨x, A x⟩ / ⟨x, x⟩` of a nonzero vector `x`. -/
def rayleigh (A : Matrix n n ℂ) (x : n → ℂ) : ℂ := expect A x / (sqNorm x : ℂ)

/-- The nonrelativistic Hamiltonian `P² / 2 + V`. -/
def nonrelH (P V : Matrix n n ℂ) : Matrix n n ℂ := (1 / 2 : ℂ) • (P * P) + V

/-- The small component `χ = P φ / (2c)` given by kinetic balance, for `c ≠ 0`. -/
def small (c : ℝ) (P : Matrix n n ℂ) (φ : n → ℂ) : n → ℂ :=
  (((2 * c)⁻¹ : ℝ) : ℂ) • (P *ᵥ φ)

/-- The double commutator `[P, [P, V]]`. -/
def doubleComm (P V : Matrix n n ℂ) : Matrix n n ℂ :=
  P * (P * V - V * P) - (P * V - V * P) * P

variable [DecidableEq n]

/-- The Dirac Hamiltonian in block form, with the rest energy subtracted. -/
def dirac (c : ℝ) (P V : Matrix n n ℂ) : Matrix (n ⊕ n) (n ⊕ n) ℂ :=
  fromBlocks V ((c : ℂ) • P) ((c : ℂ) • P) (V - (2 * (c : ℂ) ^ 2) • (1 : Matrix n n ℂ))

/-- The first-order energy `E₁ = ⟨χ, (V - E₀) χ⟩` with `χ = P φ / (2c)`, for `c ≠ 0`. -/
def firstOrder (c : ℝ) (P V : Matrix n n ℂ) (E0 : ℝ) (φ : n → ℂ) : ℂ :=
  expect (V - (E0 : ℂ) • (1 : Matrix n n ℂ)) (small c P φ)

omit [DecidableEq n] in
/-- Kinetic balance: `2c χ = P φ` for `c ≠ 0`. -/
theorem kinetic_balance {c : ℝ} (hc : c ≠ 0) (P : Matrix n n ℂ) (φ : n → ℂ) :
    ((2 * c : ℝ) : ℂ) • small c P φ = P *ᵥ φ := by
  rw [small, smul_smul, ← Complex.ofReal_mul,
    mul_inv_cancel₀ (mul_ne_zero two_ne_zero hc), Complex.ofReal_one, one_smul]

omit [DecidableEq n] in
/-- A Hermitian matrix can be moved from one side of the inner product to the other. -/
theorem hermitian_move {A : Matrix n n ℂ} (hA : A.IsHermitian) (x y : n → ℂ) :
    star (A *ᵥ x) ⬝ᵥ y = star x ⬝ᵥ (A *ᵥ y) := by
  rw [Matrix.star_mulVec, hA.eq, ← Matrix.dotProduct_mulVec]

/-- For `c ≠ 0` and `φ` a solution of the nonrelativistic equation, the Dirac Hamiltonian
maps `(φ, χ)` to `E₀ (φ, χ)` plus the residual `(0, (V - E₀) χ)`. -/
theorem dirac_residual {c E0 : ℝ} (hc : c ≠ 0) {P V : Matrix n n ℂ} {φ : n → ℂ}
    (h : nonrelH P V *ᵥ φ = (E0 : ℂ) • φ) :
    dirac c P V *ᵥ Sum.elim φ (small c P φ) = (E0 : ℂ) • Sum.elim φ (small c P φ)
      + Sum.elim (0 : n → ℂ) ((V - (E0 : ℂ) • (1 : Matrix n n ℂ)) *ᵥ small c P φ) := by
  have hχ := kinetic_balance hc P φ
  generalize small c P φ = χ at hχ ⊢
  -- the upper row is the nonrelativistic equation
  have upper : V *ᵥ φ + ((c : ℂ) • P) *ᵥ χ = (E0 : ℂ) • φ := by
    rw [← h]
    simp only [nonrelH, Matrix.add_mulVec, Matrix.smul_mulVec]
    rw [← Matrix.mulVec_mulVec, ← hχ, Matrix.mulVec_smul]
    push_cast
    module
  -- in the lower row the rest energy cancels the kinetic coupling
  have lower : ((c : ℂ) • P) *ᵥ φ + (V - (2 * (c : ℂ) ^ 2) • (1 : Matrix n n ℂ)) *ᵥ χ
      = (E0 : ℂ) • χ + (V - (E0 : ℂ) • (1 : Matrix n n ℂ)) *ᵥ χ := by
    simp only [Matrix.sub_mulVec, Matrix.smul_mulVec, Matrix.one_mulVec]
    rw [← hχ]
    push_cast
    module
  rw [dirac, Matrix.fromBlocks_mulVec, Sum.elim_comp_inl, Sum.elim_comp_inr, upper, lower]
  ext (i | i) <;> simp

/-- For `c ≠ 0` and a unit solution `φ` of the nonrelativistic equation, the Rayleigh quotient
of the Dirac Hamiltonian at `(φ, χ)` is `E₀ + E₁ / (1 + ‖χ‖²)`. -/
theorem rayleigh_eq {c E0 : ℝ} (hc : c ≠ 0) {P V : Matrix n n ℂ} {φ : n → ℂ}
    (hφ : sqNorm φ = 1) (h : nonrelH P V *ᵥ φ = (E0 : ℂ) • φ) :
    rayleigh (dirac c P V) (Sum.elim φ (small c P φ))
      = E0 + firstOrder c P V E0 φ / (1 + (sqNorm (small c P φ) : ℂ)) := by
  have hs : 0 ≤ sqNorm (small c P φ) := Finset.sum_nonneg fun i _ => by positivity
  have hne : (1 : ℂ) + (sqNorm (small c P φ) : ℂ) ≠ 0 := by
    exact_mod_cast (by linarith : 0 < 1 + sqNorm (small c P φ)).ne'
  have hn : sqNorm (Sum.elim φ (small c P φ)) = sqNorm φ + sqNorm (small c P φ) := by
    simp [sqNorm, Fintype.sum_sum_type]
  have hself : ∀ x : n ⊕ n → ℂ, star x ⬝ᵥ x = (sqNorm x : ℂ) := by
    intro x
    simp only [dotProduct, sqNorm, Pi.star_apply, Complex.ofReal_sum, Complex.ofReal_pow]
    exact Finset.sum_congr rfl fun i _ => Complex.conj_mul' (x i)
  -- only the small component of the residual contributes
  have hr : star (Sum.elim φ (small c P φ)) ⬝ᵥ
      Sum.elim (0 : n → ℂ) ((V - (E0 : ℂ) • (1 : Matrix n n ℂ)) *ᵥ small c P φ)
      = firstOrder c P V E0 φ := by
    simp only [firstOrder, expect, dotProduct, Fintype.sum_sum_type, Pi.star_apply,
      Sum.elim_inl, Sum.elim_inr, Pi.zero_apply, mul_zero, Finset.sum_const_zero, zero_add]
  rw [rayleigh, expect, dirac_residual hc h, dotProduct_add, dotProduct_smul, hself, hr, hn,
    hφ, smul_eq_mul, Complex.ofReal_add, Complex.ofReal_one, add_div,
    mul_div_cancel_right₀ _ hne]

/-- For `c ≠ 0`, `4c² E₁ = ⟨P φ, (V - E₀) P φ⟩`, without normalisation of `P φ`. -/
theorem firstOrder_scaled {c : ℝ} (hc : c ≠ 0) (P V : Matrix n n ℂ) (E0 : ℝ) (φ : n → ℂ) :
    4 * (c : ℂ) ^ 2 * firstOrder c P V E0 φ
      = expect (V - (E0 : ℂ) • (1 : Matrix n n ℂ)) (P *ᵥ φ) := by
  have hs : star ((2 * c : ℝ) : ℂ) = ((2 * c : ℝ) : ℂ) := Complex.conj_ofReal _
  rw [← kinetic_balance hc P φ, firstOrder]
  simp only [expect, Matrix.mulVec_smul, star_smul, smul_dotProduct, dotProduct_smul,
    smul_eq_mul, hs]
  push_cast
  ring

/-- For Hermitian `P` and `V`, `c ≠ 0` and `φ` a solution of the nonrelativistic equation,
`8c² E₁ = -⟨P⁴⟩ - ⟨[P, [P, V]]⟩`, where `⟨A⟩ = ⟨φ, A φ⟩`. -/
theorem firstOrder_eq_pauli {c E0 : ℝ} (hc : c ≠ 0) {P V : Matrix n n ℂ} {φ : n → ℂ}
    (hP : P.IsHermitian) (hV : V.IsHermitian) (h : nonrelH P V *ᵥ φ = (E0 : ℂ) • φ) :
    8 * (c : ℂ) ^ 2 * firstOrder c P V E0 φ
      = -expect (P ^ 4) φ - expect (doubleComm P V) φ := by
  have hE : star (E0 : ℂ) = E0 := Complex.conj_ofReal _
  have hh : star (1 / 2 : ℂ) = 1 / 2 := by simp
  have hVφ : V *ᵥ φ = (E0 : ℂ) • φ - (1 / 2 : ℂ) • (P *ᵥ (P *ᵥ φ)) := by
    rw [← h]
    simp only [nonrelH, Matrix.add_mulVec, Matrix.smul_mulVec, Matrix.mulVec_mulVec]
    module
  -- the nonrelativistic equation used on the left and on the right
  have a1 : star φ ⬝ᵥ (V *ᵥ (P *ᵥ (P *ᵥ φ))) = E0 * (star φ ⬝ᵥ (P *ᵥ (P *ᵥ φ)))
      - 1 / 2 * (star φ ⬝ᵥ (P *ᵥ (P *ᵥ (P *ᵥ (P *ᵥ φ))))) := by
    rw [← hermitian_move hV, hVφ]
    simp only [star_sub, star_smul, sub_dotProduct, smul_dotProduct, smul_eq_mul, hE, hh,
      hermitian_move hP]
  have a2 : star φ ⬝ᵥ (P *ᵥ (P *ᵥ (V *ᵥ φ))) = E0 * (star φ ⬝ᵥ (P *ᵥ (P *ᵥ φ)))
      - 1 / 2 * (star φ ⬝ᵥ (P *ᵥ (P *ᵥ (P *ᵥ (P *ᵥ φ))))) := by
    rw [hVφ]
    simp only [Matrix.mulVec_sub, Matrix.mulVec_smul, dotProduct_sub, dotProduct_smul,
      smul_eq_mul]
  -- the operators written out
  have a3 : expect (doubleComm P V) φ = star φ ⬝ᵥ (P *ᵥ (P *ᵥ (V *ᵥ φ)))
      - 2 * (star φ ⬝ᵥ (P *ᵥ (V *ᵥ (P *ᵥ φ)))) + star φ ⬝ᵥ (V *ᵥ (P *ᵥ (P *ᵥ φ))) := by
    simp only [expect, doubleComm, mul_sub, sub_mul, Matrix.sub_mulVec,
      ← Matrix.mulVec_mulVec, dotProduct_sub]
    ring
  have a4 : expect (P ^ 4) φ = star φ ⬝ᵥ (P *ᵥ (P *ᵥ (P *ᵥ (P *ᵥ φ)))) := by
    have h4 : P ^ 4 = P * (P * (P * P)) := by noncomm_ring
    simp only [expect, h4, ← Matrix.mulVec_mulVec]
  have a5 : expect (V - (E0 : ℂ) • (1 : Matrix n n ℂ)) (P *ᵥ φ)
      = star φ ⬝ᵥ (P *ᵥ (V *ᵥ (P *ᵥ φ))) - E0 * (star φ ⬝ᵥ (P *ᵥ (P *ᵥ φ))) := by
    simp only [expect, Matrix.sub_mulVec, Matrix.smul_mulVec, Matrix.one_mulVec,
      Matrix.mulVec_sub, Matrix.mulVec_smul, dotProduct_sub, dotProduct_smul, smul_eq_mul,
      hermitian_move hP]
  linear_combination 2 * firstOrder_scaled hc P V E0 φ + 2 * a5 + a3 + a4 + a1 + a2

/-- First-order direct perturbation theory: for Hermitian `P` and `V`, `c ≠ 0` and a unit
solution `φ` of the nonrelativistic equation, the Dirac Rayleigh quotient at `(φ, χ)` is `E₀`
plus the Pauli value `-⟨P⁴⟩/(8c²) - ⟨[P, [P, V]]⟩/(8c²)` divided by `1 + ‖χ‖²`. -/
theorem direct_perturbation_theory {c E0 : ℝ} (hc : c ≠ 0) {P V : Matrix n n ℂ} {φ : n → ℂ}
    (hP : P.IsHermitian) (hV : V.IsHermitian) (hφ : sqNorm φ = 1)
    (h : nonrelH P V *ᵥ φ = (E0 : ℂ) • φ) :
    rayleigh (dirac c P V) (Sum.elim φ (small c P φ))
      = E0 + (-expect (P ^ 4) φ / (8 * (c : ℂ) ^ 2)
          - expect (doubleComm P V) φ / (8 * (c : ℂ) ^ 2))
        / (1 + (sqNorm (small c P φ) : ℂ)) := by
  have hc' : (c : ℂ) ≠ 0 := Complex.ofReal_ne_zero.mpr hc
  have h8 : 8 * (c : ℂ) ^ 2 ≠ 0 := mul_ne_zero (by norm_num) (pow_ne_zero 2 hc')
  rw [rayleigh_eq hc hφ h, ← sub_div, ← firstOrder_eq_pauli hc hP hV h,
    mul_div_cancel_left₀ _ h8]

/-- For `c ≠ 0` and a unit solution `φ` of the nonrelativistic equation, the Dirac Rayleigh
quotient at `(φ, χ)` differs from `E₀ + E₁` by at most a `c`-independent constant over `c⁴`. -/
theorem rayleigh_error {c E0 : ℝ} (hc : c ≠ 0) {P V : Matrix n n ℂ} {φ : n → ℂ}
    (hφ : sqNorm φ = 1) (h : nonrelH P V *ᵥ φ = (E0 : ℂ) • φ) :
    ‖rayleigh (dirac c P V) (Sum.elim φ (small c P φ)) - (E0 + firstOrder c P V E0 φ)‖
      ≤ ‖expect (V - (E0 : ℂ) • (1 : Matrix n n ℂ)) (P *ᵥ φ)‖ * sqNorm (P *ᵥ φ)
        / (16 * c ^ 4) := by
  have hX : ‖expect (V - (E0 : ℂ) • (1 : Matrix n n ℂ)) (P *ᵥ φ)‖
      = 4 * c ^ 2 * ‖firstOrder c P V E0 φ‖ := by
    rw [← firstOrder_scaled hc, norm_mul]
    simp
  have hS : sqNorm (P *ᵥ φ) = 4 * c ^ 2 * sqNorm (small c P φ) := by
    rw [← kinetic_balance hc P φ, sqNorm, sqNorm, Finset.mul_sum]
    refine Finset.sum_congr rfl fun i _ => ?_
    rw [Pi.smul_apply, smul_eq_mul, norm_mul, Complex.norm_real, mul_pow, Real.norm_eq_abs,
      sq_abs]
    ring
  have hs : 0 ≤ sqNorm (small c P φ) := Finset.sum_nonneg fun i _ => by positivity
  rw [rayleigh_eq hc hφ h, hX, hS]
  generalize sqNorm (small c P φ) = s at hs ⊢
  generalize firstOrder c P V E0 φ = e
  have hne : (1 : ℂ) + (s : ℂ) ≠ 0 := by
    exact_mod_cast (by linarith : 0 < 1 + s).ne'
  -- the deviation is minus the first-order energy times the weight of the small component
  have hd : (E0 : ℂ) + e / (1 + (s : ℂ)) - (E0 + e) = -(e * ((s / (1 + s) : ℝ) : ℂ)) := by
    push_cast
    field_simp
    ring
  have hle : ‖e‖ * (s / (1 + s)) ≤ ‖e‖ * s :=
    mul_le_mul_of_nonneg_left (div_le_self hs (by linarith)) (norm_nonneg e)
  rw [hd, norm_neg, norm_mul, Complex.norm_real, Real.norm_of_nonneg (by positivity),
    le_div_iff₀ (by positivity)]
  calc ‖e‖ * (s / (1 + s)) * (16 * c ^ 4) ≤ ‖e‖ * s * (16 * c ^ 4) :=
        mul_le_mul_of_nonneg_right hle (by positivity)
    _ = 4 * c ^ 2 * ‖e‖ * (4 * c ^ 2 * s) := by ring

/-- A two-level instance: `P` the exchange matrix, `V = diag(0, 1)`, `φ = (1, 0)` and
`E₀ = 1/2` meet the hypotheses, and `P` and `V` do not commute. -/
theorem direct_perturbation_theory_witness :
    (!![0, 1; 1, 0] : Matrix (Fin 2) (Fin 2) ℂ).IsHermitian ∧
    (!![0, 0; 0, 1] : Matrix (Fin 2) (Fin 2) ℂ).IsHermitian ∧
    sqNorm (![1, 0] : Fin 2 → ℂ) = 1 ∧
    nonrelH !![0, 1; 1, 0] !![0, 0; 0, 1] *ᵥ (![1, 0] : Fin 2 → ℂ)
      = ((1 / 2 : ℝ) : ℂ) • (![1, 0] : Fin 2 → ℂ) ∧
    (!![0, 1; 1, 0] * !![0, 0; 0, 1] : Matrix (Fin 2) (Fin 2) ℂ)
      ≠ !![0, 0; 0, 1] * !![0, 1; 1, 0] := by
  refine ⟨?_, ?_, ?_, ?_, ?_⟩
  · ext i j
    fin_cases i <;> fin_cases j <;> simp [Matrix.conjTranspose_apply]
  · ext i j
    fin_cases i <;> fin_cases j <;> simp [Matrix.conjTranspose_apply]
  · simp [sqNorm, Fin.sum_univ_two]
  · ext i
    fin_cases i <;> simp [nonrelH, Matrix.mulVec, dotProduct, Fin.sum_univ_two]
  · intro h
    have h01 := congrFun (congrFun h 0) 1
    simp [Matrix.mul_apply, Fin.sum_univ_two] at h01

end

end DirectPerturbationTheory
```

```lean
#print axioms DirectPerturbationTheory.direct_perturbation_theory
-- 'DirectPerturbationTheory.direct_perturbation_theory' depends on axioms: [propext, Classical.choice, Quot.sound]
#print axioms DirectPerturbationTheory.rayleigh_error
-- 'DirectPerturbationTheory.rayleigh_error' depends on axioms: [propext, Classical.choice, Quot.sound]
```

## From the two rows to the Pauli value

`kinetic_balance` proves $2c\chi=P\varphi$. In `dirac_residual`, `generalize` then replaces $\chi$ by an arbitrary vector with this property, so the definition of $\chi$ plays no further part. The facts `upper` and `lower` are the two row calculations above; after rewriting with kinetic balance, `module` checks the remaining linear identities between vectors.

`rayleigh_eq` projects the residual. Its fact `hr` says that only the small component contributes, `hn` splits the squared norm of the spinor, and `hne` shows that $1+\|\chi\|^2$ is nonzero. Neither this theorem nor `dirac_residual` uses Hermiticity.

`firstOrder_scaled` removes the factor $1/(2c)$ from both sides of the inner product, giving $4c^2E_1=\langle P\varphi,(V-E_0)P\varphi\rangle$. `hermitian_move` carries a Hermitian matrix across the inner product. In `firstOrder_eq_pauli` these combine as follows:

- `a1` and `a2` evaluate $\langle VP^2\rangle$ and $\langle P^2V\rangle$ from the nonrelativistic equation;
- `a3` and `a4` expand the double commutator and the fourth power;
- `a5` expands $\langle P\varphi,(V-E_0)P\varphi\rangle$.

The closing `linear_combination` adds these equations with the weights used by hand, including the factor 2 that turns $4c^2$ into $8c^2$. The main theorem substitutes the result into `rayleigh_eq` and divides by $8c^2$.

For `rayleigh_error`, `hX` and `hS` express the constant through $E_1$ and $\|\chi\|^2$, `hd` is the formula for the deviation, and `hle` uses $s/(1+s)\le s$. Finally, `direct_perturbation_theory_witness` checks that the two-level matrices satisfy the hypotheses on $P$, $V$, $\varphi$ and $E_0$ and do not commute; the energies computed for them above are not part of that theorem.
